# The mean-field two-matrix of a rank-\(s\) one-matrix has rank \(s(s-1)/2\)

## Counting the terms of the mean-field two-matrix

The one-matrix and the two-matrix are the one- and two-electron reduced density matrices. The mean-field part of a two-matrix can be written as a sum of terms, each a function of the row pair of orbitals times a function of the column pair. The smallest possible number of such terms is the rank. If the one-matrix \(g\) has rank \(s\), this number is \(s(s-1)/2\), however many orbitals the basis contains. The mean-field part is the direct product minus its exchange,

\[
D_0(ij,kl)=g_{ik}g_{jl}-g_{il}g_{jk},
\]

where \(i,j,k,l\) label spin orbitals.

For a single Slater determinant of \(N\) electrons in a finite orthonormal basis, \(g\) is a projector of rank \(N\) and \(D_0\) is the full two-matrix, with one term for each pair of occupied orbitals. For a correlated state \(D_0\) lacks the cumulant, and the rank found here need not be that of the state's two-matrix.

## The rank and its two special values

For every complex square matrix \(g\) over a finite set of orbitals:

- `rank_twoMatrix`: the rank of \(D_0(g)\) is "\(\operatorname{rank} g\) choose 2".
- `twoMatrix_eq_zero_iff`: \(D_0(g)=0\) if and only if \(\operatorname{rank} g\le 1\).
- `rank_twoMatrix_eq_one_iff`: \(D_0(g)\) has rank one if and only if \(\operatorname{rank} g=2\).

The finite type `n` is the set of spin orbitals, and `Matrix n n ℂ` holds the one-matrix. The name `twoMatrix` means \(D_0\), not the two-matrix of a general state. Its index type `n × n` runs over all ordered pairs, including \(i=j\), so a determinant gives trace \(N(N-1)\); a different overall nonzero factor would leave the rank unchanged. `Matrix.rank` is the dimension of the column space, so every nonzero occupation counts, however small. Hermiticity, positivity and a fixed trace are not assumed.

## From projectors to arbitrary one-matrices

**Products.** Multiplying out \(D_0(g)D_0(h)\) gives four sums over intermediate orbitals \(a,b\). Each factorises, as in

\[
\sum_{ab}g_{ia}g_{jb}h_{ak}h_{bl}=(gh)_{ik}(gh)_{jl}.
\]

The two direct terms agree, as do the two exchange terms, so \(D_0(g)D_0(h)=2D_0(gh)\). The same sums give \(D_0(uh)=(u\otimes u)D_0(h)\).

**Trace.** Setting \(k=i\), \(l=j\) and summing,

\[
\operatorname{tr}D_0(g)=\sum_{ij}(g_{ii}g_{jj}-g_{ij}g_{ji})=(\operatorname{tr}g)^2-\operatorname{tr}g^2 .
\]

**Factorisation.** Row and column operations give \(g=A\,\mathrm{diag}(d)\,B\) with \(\det A=\det B=1\). Let \(E\) be diagonal with entry 1 where \(d_i\ne0\) and 0 elsewhere; let \(F\) be diagonal with entry \(d_i\) where \(d_i\ne0\) and 1 elsewhere. Then \(FE=\mathrm{diag}(d)\), and

\[
g=ue,\qquad u=AFB,\qquad e=B^{-1}EB,
\]

with \(u\) invertible and \(e^2=e\).

**Rank.** Since \(u\) and \(u\otimes u\) are invertible, \(\operatorname{rank}e=\operatorname{rank}g=s\) and \(\operatorname{rank}D_0(g)=\operatorname{rank}D_0(e)\). Put \(P=\tfrac12D_0(e)\). Then \(P^2=\tfrac14\cdot2D_0(e^2)=P\). An idempotent matrix is the identity on its range and zero on its kernel, and these together span the space, so its rank is its trace. Hence

\[
\operatorname{rank}D_0(g)=\operatorname{tr}P=\tfrac12\left[(\operatorname{tr}e)^2-\operatorname{tr}e\right]=\frac{s(s-1)}2 .
\]

This is zero only for \(s=0,1\), and one only for \(s=2\). A matrix of rank zero is the zero matrix, which gives the vanishing criterion.

## The Lean file

```lean
import Mathlib

open Matrix
open scoped Kronecker

namespace MeanFieldTwoMatrixRank

noncomputable section

variable {n : Type*} [Fintype n]

/-- The mean-field two-matrix of a one-matrix `g`: the antisymmetrised product
`g(i,k) g(j,l) - g(i,l) g(j,k)`, indexed by ordered pairs of orbitals. -/
def twoMatrix (g : Matrix n n ℂ) : Matrix (n × n) (n × n) ℂ :=
  Matrix.of fun p q => g p.1 q.1 * g p.2 q.2 - g p.1 q.2 * g p.2 q.1

/-- Summing over two independent intermediate orbitals gives a product of two
one-particle matrix elements. -/
theorem pair_sum (g h : Matrix n n ℂ) (i j k l : n) :
    ∑ a, ∑ b, g i a * g j b * (h a k * h b l) = (g * h) i k * (g * h) j l := by
  rw [Matrix.mul_apply, Matrix.mul_apply, Finset.sum_mul_sum]
  refine Finset.sum_congr rfl fun a _ => Finset.sum_congr rfl fun b _ => ?_
  ring

/-- The product of two mean-field two-matrices is twice the mean-field two-matrix
of the product of the one-matrices. -/
theorem twoMatrix_mul (g h : Matrix n n ℂ) :
    twoMatrix g * twoMatrix h = (2 : ℂ) • twoMatrix (g * h) := by
  ext ⟨i, j⟩ ⟨k, l⟩
  -- expand into the direct and exchange contributions
  have expand : (twoMatrix g * twoMatrix h) (i, j) (k, l) =
      ∑ a, ∑ b, (g i a * g j b * (h a k * h b l) - g i a * g j b * (h a l * h b k)
        - g j a * g i b * (h a k * h b l) + g j a * g i b * (h a l * h b k)) := by
    rw [Matrix.mul_apply, Fintype.sum_prod_type]
    refine Finset.sum_congr rfl fun a _ => Finset.sum_congr rfl fun b _ => ?_
    simp only [twoMatrix, Matrix.of_apply]
    ring
  rw [expand]
  simp only [Finset.sum_add_distrib, Finset.sum_sub_distrib, pair_sum]
  simp only [twoMatrix, Matrix.smul_apply, Matrix.of_apply, smul_eq_mul]
  ring

/-- Multiplying the one-matrix from the left by `u` multiplies the mean-field
two-matrix from the left by `u ⊗ u`. -/
theorem twoMatrix_left_mul (u h : Matrix n n ℂ) :
    twoMatrix (u * h) = (u ⊗ₖ u) * twoMatrix h := by
  ext ⟨i, j⟩ ⟨k, l⟩
  have expand : ((u ⊗ₖ u) * twoMatrix h) (i, j) (k, l) =
      ∑ a, ∑ b, (u i a * u j b * (h a k * h b l) - u i a * u j b * (h a l * h b k)) := by
    rw [Matrix.mul_apply, Fintype.sum_prod_type]
    refine Finset.sum_congr rfl fun a _ => Finset.sum_congr rfl fun b _ => ?_
    simp only [twoMatrix, Matrix.of_apply, Matrix.kroneckerMap_apply]
    ring
  rw [expand]
  simp only [Finset.sum_sub_distrib, pair_sum]
  simp only [twoMatrix, Matrix.of_apply]

/-- The trace of the mean-field two-matrix is `(tr g)² - tr g²`. -/
theorem trace_twoMatrix (g : Matrix n n ℂ) :
    (twoMatrix g).trace = g.trace ^ 2 - (g * g).trace := by
  simp only [Matrix.trace, Matrix.diag_apply, twoMatrix, Matrix.of_apply,
    Fintype.sum_prod_type, Matrix.mul_apply, Finset.sum_sub_distrib, sq,
    Finset.sum_mul_sum]

variable [DecidableEq n]

/-- The rank of an idempotent complex matrix equals its trace. -/
theorem rank_eq_trace_of_idempotent {m : Type*} [Fintype m] [DecidableEq m]
    (P : Matrix m m ℂ) (hP : P * P = P) : (P.rank : ℂ) = P.trace := by
  have proj : LinearMap.IsProj (LinearMap.range (Matrix.toLin' P)) (Matrix.toLin' P) := by
    refine ⟨fun x => LinearMap.mem_range_self _ x, ?_⟩
    rintro _ ⟨x, rfl⟩
    simp only [Matrix.toLin'_apply, Matrix.mulVec_mulVec, hP]
  have ht := proj.trace
  rw [LinearMap.trace_eq_matrix_trace ℂ (Pi.basisFun ℂ m),
    LinearMap.toMatrix_eq_toMatrix', LinearMap.toMatrix'_toLin'] at ht
  rw [Matrix.rank, ← Matrix.toLin'_apply']
  exact ht.symm

/-- Every complex one-matrix is an invertible matrix times an idempotent one. -/
theorem exists_invertible_mul_idempotent (g : Matrix n n ℂ) :
    ∃ u e : Matrix n n ℂ, IsUnit u.det ∧ e * e = e ∧ g = u * e := by
  obtain ⟨L, L', d, hg⟩ :=
    Matrix.Pivot.exists_list_transvec_mul_diagonal_mul_list_transvec g
  have hA := Matrix.TransvectionStruct.det_toMatrix_prod L
  have hB := Matrix.TransvectionStruct.det_toMatrix_prod L'
  generalize (L.map Matrix.TransvectionStruct.toMatrix).prod = A at hg hA
  generalize (L'.map Matrix.TransvectionStruct.toMatrix).prod = B at hg hB
  have hBB : B * B⁻¹ = 1 := Matrix.mul_nonsing_inv B (by rw [hB]; exact isUnit_one)
  -- split the diagonal factor into an invertible part F and a projector E
  obtain ⟨E, hE⟩ : ∃ E : Matrix n n ℂ,
    E = Matrix.diagonal (fun i => if d i = 0 then 0 else 1) := ⟨_, rfl⟩
  obtain ⟨F, hF⟩ : ∃ F : Matrix n n ℂ,
    F = Matrix.diagonal (fun i => if d i = 0 then 1 else d i) := ⟨_, rfl⟩
  have hEE : E * E = E := by
    rw [hE, Matrix.diagonal_mul_diagonal]
    congr 1
    funext i
    split_ifs <;> simp
  have hFE : F * E = Matrix.diagonal d := by
    rw [hE, hF, Matrix.diagonal_mul_diagonal]
    congr 1
    funext i
    by_cases h : d i = 0 <;> simp [h]
  refine ⟨A * F * B, B⁻¹ * E * B, ?_, ?_, ?_⟩
  · rw [Matrix.det_mul, Matrix.det_mul, hA, hB, one_mul, mul_one, hF,
      Matrix.det_diagonal, isUnit_iff_ne_zero, Finset.prod_ne_zero_iff]
    intro i _
    by_cases h : d i = 0 <;> simp [h]
  · calc B⁻¹ * E * B * (B⁻¹ * E * B) = B⁻¹ * E * (B * B⁻¹) * E * B := by
          simp only [mul_assoc]
      _ = B⁻¹ * (E * E) * B := by rw [hBB]; simp only [mul_one, mul_assoc]
      _ = B⁻¹ * E * B := by rw [hEE]
  · calc g = A * (F * E) * B := by rw [hFE, hg]
      _ = A * F * (1 * (E * B)) := by simp only [one_mul, mul_assoc]
      _ = A * F * B * (B⁻¹ * E * B) := by rw [← hBB]; simp only [mul_assoc]

/-- If the one-matrix `g` has rank `s`, its mean-field two-matrix has rank
`s(s-1)/2`, the binomial coefficient "`s` choose 2". -/
theorem rank_twoMatrix (g : Matrix n n ℂ) :
    (twoMatrix g).rank = g.rank.choose 2 := by
  obtain ⟨u, e, hu, he, rfl⟩ := exists_invertible_mul_idempotent g
  have huu : IsUnit (u ⊗ₖ u).det := by
    rw [Matrix.det_kronecker]
    exact (hu.pow _).mul (hu.pow _)
  -- the invertible factor changes neither rank
  rw [twoMatrix_left_mul, Matrix.rank_mul_eq_right_of_isUnit_det _ _ huu,
    Matrix.rank_mul_eq_right_of_isUnit_det _ _ hu]
  -- half the two-matrix of an idempotent is idempotent, so its trace is its rank
  have hP : ((1 / 2 : ℂ) • twoMatrix e) * ((1 / 2 : ℂ) • twoMatrix e)
      = (1 / 2 : ℂ) • twoMatrix e := by
    rw [smul_mul_smul_comm, twoMatrix_mul, he, smul_smul]
    congr 1
    norm_num
  have hhalf : ((1 / 2 : ℂ) • twoMatrix e).rank = (twoMatrix e).rank := by
    have hc : IsUnit ((1 / 2 : ℂ) • (1 : Matrix (n × n) (n × n) ℂ)).det := by
      rw [Matrix.det_smul, Matrix.det_one, mul_one, isUnit_iff_ne_zero]
      exact pow_ne_zero _ (by norm_num)
    have h := Matrix.rank_mul_eq_right_of_isUnit_det _ (twoMatrix e) hc
    rwa [smul_mul_assoc, one_mul] at h
  have ht := rank_eq_trace_of_idempotent _ hP
  rw [hhalf, Matrix.trace_smul, trace_twoMatrix, he,
    ← rank_eq_trace_of_idempotent e he, smul_eq_mul] at ht
  have hcast : ((twoMatrix e).rank : ℂ) = ((e.rank.choose 2 : ℕ) : ℂ) := by
    rw [ht, Nat.cast_choose_two]
    ring
  exact_mod_cast hcast

/-- The mean-field two-matrix vanishes if and only if the one-matrix has rank at
most one. -/
theorem twoMatrix_eq_zero_iff (g : Matrix n n ℂ) :
    twoMatrix g = 0 ↔ g.rank ≤ 1 := by
  have hzero : twoMatrix g = 0 ↔ (twoMatrix g).rank = 0 := by
    constructor
    · intro h
      rw [h, Matrix.rank_zero]
    · intro h
      rw [Matrix.rank, Submodule.finrank_eq_zero, LinearMap.range_eq_bot] at h
      apply Matrix.toLin'.injective
      rw [Matrix.toLin'_apply', h, map_zero]
  rw [hzero, rank_twoMatrix, Nat.choose_eq_zero_iff]
  omega

/-- The mean-field two-matrix has rank one if and only if the one-matrix has rank
two. -/
theorem rank_twoMatrix_eq_one_iff (g : Matrix n n ℂ) :
    (twoMatrix g).rank = 1 ↔ g.rank = 2 := by
  rw [rank_twoMatrix]
  generalize g.rank = s
  constructor
  · intro h
    by_contra hs
    rcases Nat.lt_or_ge s 2 with h2 | h2
    · rw [Nat.choose_eq_zero_of_lt h2] at h
      omega
    · -- three or more occupied directions give at least three pairs
      have h3 : Nat.choose 3 2 ≤ s.choose 2 := Nat.choose_le_choose 2 (by omega)
      have h4 : Nat.choose 3 2 = 3 := by decide
      omega
  · rintro rfl
    decide

end

end MeanFieldTwoMatrixRank
```

```lean
#print axioms MeanFieldTwoMatrixRank.twoMatrix_eq_zero_iff
-- 'MeanFieldTwoMatrixRank.twoMatrix_eq_zero_iff' depends on axioms: [propext, Classical.choice, Quot.sound]
#print axioms MeanFieldTwoMatrixRank.rank_twoMatrix_eq_one_iff
-- 'MeanFieldTwoMatrixRank.rank_twoMatrix_eq_one_iff' depends on axioms: [propext, Classical.choice, Quot.sound]
```

## How the lemmas assemble the rank

`pair_sum` is the factorised double sum. In `twoMatrix_mul` and `twoMatrix_left_mul`, `ext` fixes the matrix element, `expand` writes out the direct and exchange contributions, and `pair_sum` evaluates them. `trace_twoMatrix` unfolds both sides to the same sums.

`rank_eq_trace_of_idempotent` shows that `P` is a projection onto its range and applies Mathlib's trace formula for projections. `exists_invertible_mul_idempotent` takes the diagonal reduction from Mathlib, where the row and column operations are called transvections, and then builds \(E\), \(F\), \(u\) and \(e\) as above.

In `rank_twoMatrix`, `huu` gives the invertibility of \(u\otimes u\), and `hP` is \(P^2=P\). `hhalf` removes the factor \(\tfrac12\) from the rank by treating it as multiplication by an invertible matrix. The trace identity `ht` holds between complex numbers; `exact_mod_cast` returns it to natural numbers.

The vanishing criterion follows from the zeros of the binomial coefficient. For rank one, the proof excludes \(s<2\), which gives no pairs, and \(s\ge3\), which gives at least three.
